# Truncating the transition space cannot lower the lowest response excitation when A+B and A−B are positive definite

Before solving the linear-response equations of a hybrid-functional calculation, one often discards high-lying virtual orbitals to make the matrices smaller. Every transition into a discarded orbital disappears, and the matrices $A$ and $B$ lose the corresponding rows and columns. The lowest excitation energy from the smaller problem is then an upper bound to the one from the full transition space, provided that the remaining matrix elements are unchanged and that $A+B$ and $A-B$ are symmetric positive definite.

Let $n$ be the finite set of all occupied-virtual transitions and $A$, $B$ real matrices on it. An excitation energy is a number $w>0$ for which amplitudes $X$, $Y$, not both zero, solve

$$AX+BY=wX,\qquad BX+AY=-wY .$$

Keep a nonempty subset of the transitions, the same one for $X$ and $Y$. If $w_0$ is the lowest excitation energy of the full problem and $w_1$ that of the restricted one, then

$$w_0\le w_1 .$$

## Convergence from above in the virtual space

For time-dependent Hartree-Fock or adiabatic hybrid density-functional response with real orbitals and a finite basis, the bound makes the truncation error of the lowest root one-sided. Applied to nested selections, it says that this root can only fall or stay put as virtual orbitals are added back. The same holds for frozen occupied orbitals, since any subset of transitions is allowed.

This gives a test for a code. If a truncated run reports a lower first excitation than the full run, possible causes are a solver that missed the lowest root, matrix elements that changed between the runs, or a reference state that violates the positivity condition.

That condition is a stability requirement. Positive definiteness of $A+B$ and $A-B$ means that the reference state is stable to second order against real and imaginary orbital rotations, respectively, built from the transitions in $n$. Matrices for singlet excitations alone, for example, do not test triplet stability. With a single transition the equations give $w^2=(A+B)(A-B)$, so if one factor is negative and the other positive, there is no real excitation energy to compare.

## Derivation by zero-padded trial amplitudes

Define the response energy and the indefinite norm

$$E(X,Y)=X\cdot(AX+BY)+Y\cdot(BX+AY),\qquad N(X,Y)=X\cdot X-Y\cdot Y .$$

**The energy is positive.** Expanding the products gives

$$2E(X,Y)=(X+Y)\cdot(A+B)(X+Y)+(X-Y)\cdot(A-B)(X-Y).$$

Both terms are nonnegative. They vanish together only if $X+Y=0$ and $X-Y=0$, that is, $X=Y=0$. Hence $E>0$ for all other amplitudes.

**Excitations have positive norm.** Multiply the first response equation by $X$, the second by $Y$, and add: $E(X,Y)=w\,N(X,Y)$. Since $E>0$ and $w>0$, also $N>0$. With the usual normalisation $N=1$, the response energy equals $w$.

**The lowest excitation is a minimum.** Since $A+B$ and $A-B$ are symmetric, so are $A$ and $B$. Collect the amplitudes in $v=(X,Y)$ and set

$$S=\begin{pmatrix}A&B\\B&A\end{pmatrix},\qquad J=\begin{pmatrix}1&0\\0&-1\end{pmatrix},$$

so that $v\cdot Sv=E$ and $v\cdot Jv=N$. The ratio $N/E$ is continuous on the unit sphere, which is compact, so it has a maximum $\mu$ at some $z$. The ratio does not change when $v$ is scaled, so $N\le\mu E$ for all amplitudes. Taking all entries of $X$ equal to 1 and $Y=0$ gives $N>0$, so $\mu>0$.

The symmetric matrix $Q=\mu S-J$ therefore satisfies $v\cdot Qv\ge0$ for all $v$, and $z\cdot Qz=0$. For any $v$ and real $t$,

$$0\le(z+tv)\cdot Q(z+tv)=2t\,v\cdot Qz+t^2\,v\cdot Qv .$$

For small $t$ of either sign this forces $v\cdot Qz=0$, and hence $Qz=0$. With $w_0=1/\mu$ this reads $Sz=w_0Jz$, which is the pair of response equations. The inequality $N\le\mu E$ becomes

$$w_0\,N(X,Y)\le E(X,Y)\quad\text{for all } X,Y .$$

If $w'$ is another excitation energy, its amplitudes give $w_0N\le E=w'N$ with $N>0$, so $w_0\le w'$.

**Padding by zeros.** Let $e$ map the kept transitions, $m$, to distinct elements of $n$. The restricted matrices are $(A_e)_{ij}=A_{e(i)e(j)}$ and $(B_e)_{ij}=B_{e(i)e(j)}$. For amplitudes $x$ on $m$, let $Px$ have the entries $(Px)_{e(i)}=x_i$ and zeros elsewhere. Then

$$Px\cdot Py=x\cdot y,\qquad Px\cdot M\,Py=x\cdot M_e\,y$$

for every matrix $M$ on $n$. Taking $M=A\pm B$ shows that $A_e\pm B_e$ are again positive definite, so the restricted problem has a lowest excitation $w_1$, with amplitudes $X$, $Y$ of positive norm. Writing $E_e$ for the restricted response energy,

$$w_0N(X,Y)=w_0N(PX,PY)\le E(PX,PY)=E_e(X,Y)=w_1N(X,Y).$$

Division by $N(X,Y)$ gives $w_0\le w_1$.

## The bound in Lean

```lean
import Mathlib

open Matrix

namespace ResponseTruncation

noncomputable section

variable {n m : Type*} [Fintype n] [Fintype m]

/-- `w` is a positive excitation energy of the response equations
`AX + BY = wX`, `BX + AY = -wY` with amplitudes `X`, `Y` not both zero. -/
def IsExcitation (A B : Matrix n n ℝ) (w : ℝ) : Prop :=
  0 < w ∧ ∃ X Y : n → ℝ, (X ≠ 0 ∨ Y ≠ 0) ∧
    A *ᵥ X + B *ᵥ Y = w • X ∧ B *ᵥ X + A *ᵥ Y = -(w • Y)

/-- The quadratic response energy of trial amplitudes `X` and `Y`. -/
def energy (A B : Matrix n n ℝ) (X Y : n → ℝ) : ℝ :=
  X ⬝ᵥ (A *ᵥ X + B *ᵥ Y) + Y ⬝ᵥ (B *ᵥ X + A *ᵥ Y)

/-- Amplitudes on selected transitions, continued by zero to all transitions. -/
def pad (e : m → n) (x : m → ℝ) : n → ℝ := Function.extend e x 0

/-- For symmetric `S` and `J`, with `S` positive definite and `J` positive on some vector,
`S z = w J z` has a solution with `w > 0`, `z ≠ 0` for which `w J ≤ S` as quadratic forms. -/
theorem exists_variational_solution (S J : Matrix n n ℝ) (hS : Sᵀ = S) (hJ : Jᵀ = J)
    (hpos : ∀ v, v ≠ 0 → 0 < v ⬝ᵥ S *ᵥ v) (u : n → ℝ) (hu : 0 < u ⬝ᵥ J *ᵥ u) :
    ∃ w : ℝ, 0 < w ∧ ∃ z : n → ℝ, z ≠ 0 ∧ S *ᵥ z = w • (J *ᵥ z) ∧
      ∀ v, w * (v ⬝ᵥ J *ᵥ v) ≤ v ⬝ᵥ S *ᵥ v := by
  have hc : ∀ M : Matrix n n ℝ, Continuous fun v : n → ℝ => v ⬝ᵥ M *ᵥ v := by
    intro M
    simp only [dotProduct, Matrix.mulVec]
    fun_prop
  have hu0 : u ≠ 0 := by
    rintro rfl
    simp at hu
  have hsph : ∀ v : n → ℝ, v ≠ 0 → ‖v‖⁻¹ • v ∈ Metric.sphere (0 : n → ℝ) 1 := by
    intro v hv
    rw [mem_sphere_zero_iff_norm, norm_smul, norm_inv, norm_norm]
    exact inv_mul_cancel₀ (norm_ne_zero_iff.2 hv)
  have hne : ∀ v ∈ Metric.sphere (0 : n → ℝ) 1, v ≠ 0 := by
    rintro v hv rfl
    simp at hv
  -- maximise the ratio of the two forms on the unit sphere
  obtain ⟨z, hz, hmax⟩ := (isCompact_sphere (0 : n → ℝ) 1).exists_isMaxOn ⟨_, hsph u hu0⟩
    (ContinuousOn.div (hc J).continuousOn (hc S).continuousOn
      (fun v hv => (hpos v (hne v hv)).ne'))
  obtain ⟨μ, hμ⟩ : ∃ μ, μ = (z ⬝ᵥ J *ᵥ z) / (z ⬝ᵥ S *ᵥ z) := ⟨_, rfl⟩
  have hb : ∀ v, v ⬝ᵥ J *ᵥ v ≤ μ * (v ⬝ᵥ S *ᵥ v) := by
    intro v
    by_cases hv : v = 0
    · simp [hv]
    have h : (‖v‖⁻¹ • v) ⬝ᵥ J *ᵥ (‖v‖⁻¹ • v) / ((‖v‖⁻¹ • v) ⬝ᵥ S *ᵥ (‖v‖⁻¹ • v)) ≤ μ := by
      rw [hμ]
      exact hmax (hsph v hv)
    rw [div_le_iff₀ (hpos _ (hne _ (hsph v hv)))] at h
    simp only [Matrix.mulVec_smul, smul_dotProduct, dotProduct_smul, smul_eq_mul] at h
    have hp : 0 < ‖v‖⁻¹ * ‖v‖⁻¹ := by
      have := norm_pos_iff.2 hv
      positivity
    exact le_of_mul_le_mul_left (by linarith) hp
  have hμ0 : 0 < μ := by
    by_contra h
    nlinarith [hb u, mul_nonneg (neg_nonneg.2 (not_lt.1 h)) (hpos u hu0).le]
  have heq : z ⬝ᵥ J *ᵥ z = μ * (z ⬝ᵥ S *ᵥ z) := by
    rw [hμ, div_mul_cancel₀ _ (hpos z (hne z hz)).ne']
  have hform : ∀ v, v ⬝ᵥ (μ • S - J) *ᵥ v = μ * (v ⬝ᵥ S *ᵥ v) - v ⬝ᵥ J *ᵥ v := by
    intro v
    rw [Matrix.sub_mulVec, Matrix.smul_mulVec, dotProduct_sub, dotProduct_smul, smul_eq_mul]
  -- the maximiser is a null vector of the semidefinite matrix μ S - J
  have hN : (μ • S - J).PosSemidef := PosSemidef.of_dotProduct_mulVec_nonneg
    ((conjTranspose_eq_transpose_of_trivial _).trans
      (by rw [Matrix.transpose_sub, Matrix.transpose_smul, hS, hJ]))
    (fun v => by rw [star_trivial, hform]; linarith [hb v])
  have hnull := (hN.dotProduct_mulVec_zero_iff z).1 (by rw [star_trivial, hform]; linarith)
  rw [Matrix.sub_mulVec, Matrix.smul_mulVec, sub_eq_zero] at hnull
  refine ⟨μ⁻¹, inv_pos.2 hμ0, z, hne z hz, ?_, fun v => ?_⟩
  · rw [← hnull, smul_smul, inv_mul_cancel₀ hμ0.ne', one_smul]
  · rw [inv_mul_le_iff₀ hμ0]
    exact hb v

/-- If `A + B` and `A - B` are positive definite, the response energy is positive for
amplitudes that are not both zero. -/
theorem energy_pos {A B : Matrix n n ℝ} (hP : (A + B).PosDef) (hM : (A - B).PosDef)
    {X Y : n → ℝ} (h : X ≠ 0 ∨ Y ≠ 0) : 0 < energy A B X Y := by
  have hsplit : 2 * energy A B X Y =
      (X + Y) ⬝ᵥ (A + B) *ᵥ (X + Y) + (X - Y) ⬝ᵥ (A - B) *ᵥ (X - Y) := by
    simp only [energy, Matrix.add_mulVec, Matrix.sub_mulVec, Matrix.mulVec_add,
      Matrix.mulVec_sub, add_dotProduct, sub_dotProduct, dotProduct_add, dotProduct_sub]
    ring
  have p1 := hP.posSemidef.dotProduct_mulVec_nonneg (X + Y)
  have p2 := hM.posSemidef.dotProduct_mulVec_nonneg (X - Y)
  simp only [star_trivial] at p1 p2
  by_cases hs : X + Y = 0
  · have hd : X - Y ≠ 0 := by
      intro hd
      have hX : X = 0 := by
        funext i
        have a := congrFun hs i
        have b := congrFun hd i
        simp only [Pi.add_apply, Pi.sub_apply, Pi.zero_apply] at a b ⊢
        linarith
      rw [hX, zero_add] at hs
      exact h.elim (fun k => k hX) (fun k => k hs)
    have := hM.dotProduct_mulVec_pos hd
    simp only [star_trivial] at this
    linarith
  · have := hP.dotProduct_mulVec_pos hs
    simp only [star_trivial] at this
    linarith

/-- For positive definite `A + B` and `A - B` and any positive excitation energy `w`, there exist
trial amplitudes `X`, `Y` with `X·X - Y·Y > 0` and response energy `w (X·X - Y·Y)`. (The proof takes
a solution of the response equations; the statement does not record this.) -/
theorem excitation_norm_pos {A B : Matrix n n ℝ} (hP : (A + B).PosDef) (hM : (A - B).PosDef)
    {w : ℝ} (hw : IsExcitation A B w) : ∃ X Y : n → ℝ, 0 < X ⬝ᵥ X - Y ⬝ᵥ Y ∧
      energy A B X Y = w * (X ⬝ᵥ X - Y ⬝ᵥ Y) := by
  obtain ⟨h0, X, Y, hne, h1, h2⟩ := hw
  have he : energy A B X Y = w * (X ⬝ᵥ X - Y ⬝ᵥ Y) := by
    simp only [energy, h1, h2, dotProduct_neg, dotProduct_smul, smul_eq_mul]
    ring
  have hp := energy_pos hP hM hne
  rw [he] at hp
  exact ⟨X, Y, (mul_pos_iff_of_pos_left h0).1 hp, he⟩

/-- Thouless variational principle: for positive definite `A + B` and `A - B` on a nonempty set of
transitions there is a lowest positive excitation energy `w`, and
`w (X·X - Y·Y)` never exceeds the response energy of trial amplitudes `X`, `Y`. -/
theorem thouless_variational [Nonempty n] {A B : Matrix n n ℝ}
    (hP : (A + B).PosDef) (hM : (A - B).PosDef) :
    ∃ w, IsLeast {w | IsExcitation A B w} w ∧
      ∀ X Y : n → ℝ, w * (X ⬝ᵥ X - Y ⬝ᵥ Y) ≤ energy A B X Y := by
  classical
  have hsym : ∀ i j, A j i = A i j ∧ B j i = B i j := by
    intro i j
    have h1 := hP.isHermitian.apply i j
    have h2 := hM.isHermitian.apply i j
    simp only [star_trivial, Matrix.add_apply, Matrix.sub_apply] at h1 h2
    constructor <;> linarith
  have hA : Aᵀ = A := by ext i j; exact (hsym i j).1
  have hB : Bᵀ = B := by ext i j; exact (hsym i j).2
  -- response energy and indefinite norm as forms on the doubled space
  have hSf : ∀ v : n ⊕ n → ℝ, v ⬝ᵥ fromBlocks A B B A *ᵥ v
      = energy A B (v ∘ Sum.inl) (v ∘ Sum.inr) := by
    intro v
    simp [fromBlocks_mulVec, energy, dotProduct, Fintype.sum_sum_type]
  have hJf : ∀ v : n ⊕ n → ℝ, v ⬝ᵥ fromBlocks (1 : Matrix n n ℝ) 0 0 (-1) *ᵥ v
      = (v ∘ Sum.inl) ⬝ᵥ (v ∘ Sum.inl) - (v ∘ Sum.inr) ⬝ᵥ (v ∘ Sum.inr) := by
    intro v
    simp [fromBlocks_mulVec, Matrix.neg_mulVec, dotProduct, Fintype.sum_sum_type,
      sub_eq_add_neg]
  have hne : ∀ v : n ⊕ n → ℝ, v ≠ 0 → v ∘ Sum.inl ≠ 0 ∨ v ∘ Sum.inr ≠ 0 := by
    intro v hv
    by_contra h
    obtain ⟨h1, h2⟩ := not_or.1 h
    apply hv
    funext i
    rcases i with i | i
    · exact congrFun (not_not.1 h1) i
    · exact congrFun (not_not.1 h2) i
  obtain ⟨w, hw, z, hz, heq, hb⟩ := exists_variational_solution
    (fromBlocks A B B A) (fromBlocks (1 : Matrix n n ℝ) 0 0 (-1))
    (by rw [fromBlocks_transpose, hA, hB]) (by simp [fromBlocks_transpose])
    (fun v hv => by rw [hSf]; exact energy_pos hP hM (hne v hv))
    (Sum.elim (fun _ => 1) (fun _ => 0))
    (by rw [hJf]; simp [dotProduct, Fintype.card_pos])
  have hbound : ∀ X Y : n → ℝ, w * (X ⬝ᵥ X - Y ⬝ᵥ Y) ≤ energy A B X Y := by
    intro X Y
    have h := hb (Sum.elim X Y)
    rw [hJf, hSf] at h
    simpa only [Sum.elim_comp_inl, Sum.elim_comp_inr] using h
  refine ⟨w, ⟨⟨hw, z ∘ Sum.inl, z ∘ Sum.inr, hne z hz, ?_, ?_⟩, ?_⟩, hbound⟩
  · funext i
    simpa [fromBlocks_mulVec] using congrFun heq (Sum.inl i)
  · funext i
    simpa [fromBlocks_mulVec, Matrix.neg_mulVec] using congrFun heq (Sum.inr i)
  · intro w' hw'
    obtain ⟨X, Y, hp, he⟩ := excitation_norm_pos hP hM hw'
    exact le_of_mul_le_mul_right (he ▸ hbound X Y) hp

/-- Padding by zeros along distinct transitions preserves scalar products, and turns matrix
elements of the truncated matrix into those of the full one. -/
theorem pad_form {e : m → n} (he : Function.Injective e) (x y : m → ℝ) :
    pad e x ⬝ᵥ pad e y = x ⬝ᵥ y ∧
      ∀ M : Matrix n n ℝ, pad e x ⬝ᵥ M *ᵥ pad e y = x ⬝ᵥ M.submatrix e e *ᵥ y := by
  have hp : ∀ (x : m → ℝ) (i : m), pad e x (e i) = x i := fun x i => he.extend_apply x 0 i
  have hd : ∀ (x : m → ℝ) (g : n → ℝ), pad e x ⬝ᵥ g = x ⬝ᵥ (g ∘ e) := by
    intro x g
    refine (Fintype.sum_of_injective e he _ _ (fun i hi => ?_) (fun i => ?_)).symm
    · have h0 : pad e x i = 0 := by
        change Function.extend e x (0 : n → ℝ) i = (0 : n → ℝ) i
        exact Function.extend_apply' x (0 : n → ℝ) i hi
      rw [h0, zero_mul]
    · rw [hp, Function.comp_apply]
  refine ⟨?_, fun M => ?_⟩
  · rw [hd]
    exact congrArg (x ⬝ᵥ ·) (funext (hp y))
  · rw [hd]
    refine congrArg (x ⬝ᵥ ·) (funext fun i => ?_)
    change M (e i) ⬝ᵥ pad e y = (fun j => M (e i) (e j)) ⬝ᵥ y
    rw [dotProduct_comm, hd, dotProduct_comm]
    rfl

/-- Truncating a positive definite matrix to distinct transitions leaves it positive definite. -/
theorem posDef_truncate {e : m → n} (he : Function.Injective e) {M : Matrix n n ℝ}
    (hM : M.PosDef) : (M.submatrix e e).PosDef := by
  refine Matrix.posDef_iff_dotProduct_mulVec.2 ⟨hM.isHermitian.submatrix e, fun x hx => ?_⟩
  have hx' : pad e x ≠ 0 := by
    intro h
    apply hx
    apply dotProduct_self_eq_zero.1
    rw [← (pad_form he x x).1, h, zero_dotProduct]
  have h := hM.dotProduct_mulVec_pos hx'
  simp only [star_trivial] at h ⊢
  rwa [(pad_form he x x).2] at h

/-- Let `A + B` and `A - B` be positive definite. Restricting `A` and `B` to a nonempty selection
`e` of distinct transitions cannot lower the lowest positive excitation energy; both lowest
energies exist. -/
theorem truncation_raises_lowest [Nonempty m] {A B : Matrix n n ℝ} (hP : (A + B).PosDef)
    (hM : (A - B).PosDef) {e : m → n} (he : Function.Injective e) :
    ∃ w₀ w₁, IsLeast {w | IsExcitation A B w} w₀ ∧
      IsLeast {w | IsExcitation (A.submatrix e e) (B.submatrix e e) w} w₁ ∧ w₀ ≤ w₁ := by
  have : Nonempty n := Nonempty.map e inferInstance
  have hP' : (A.submatrix e e + B.submatrix e e).PosDef := posDef_truncate he hP
  have hM' : (A.submatrix e e - B.submatrix e e).PosDef := posDef_truncate he hM
  obtain ⟨w₀, h₀, hb⟩ := thouless_variational hP hM
  obtain ⟨w₁, h₁, -⟩ := thouless_variational hP' hM'
  refine ⟨w₀, w₁, h₀, h₁, ?_⟩
  -- the padded truncated amplitudes are trial amplitudes of the full problem
  obtain ⟨X, Y, hp, hE⟩ := excitation_norm_pos hP' hM' h₁.1
  have h := hb (pad e X) (pad e Y)
  have hpad : energy A B (pad e X) (pad e Y)
      = energy (A.submatrix e e) (B.submatrix e e) X Y := by
    simp only [energy, dotProduct_add, (pad_form he _ _).2]
  rw [hpad, hE, (pad_form he X X).1, (pad_form he Y Y).1] at h
  exact le_of_mul_le_mul_right h hp

end

end ResponseTruncation
```

```lean
#print axioms ResponseTruncation.truncation_raises_lowest
```

```
'ResponseTruncation.truncation_raises_lowest' depends on axioms: [propext, Classical.choice, Quot.sound]
```

## A guarantee for fixed matrix elements

The final theorem, `truncation_raises_lowest`, takes real matrices `A` and `B` on a finite type `n` of transitions. The hypotheses `hP` and `hM` state that `A + B` and `A - B` are positive definite; `PosDef` includes symmetry. The kept transitions form a nonempty type `m`, and the injective map `e` ensures that none is selected twice. `A.submatrix e e` is the truncated matrix. `IsExcitation` encodes the response equations with unnormalised amplitudes. `IsLeast` says that `w₀` and `w₁` are themselves excitation energies and that none lies below them in their respective problems.

The lemmas divide the work as follows:

- `energy_pos` proves the splitting of $2E$, with `ring` collecting the expanded terms.
- `excitation_norm_pos` inserts the response equations into the energy to obtain $E=wN$ and $N>0$.
- `exists_variational_solution` carries out the maximisation for general `S` and `J`. It obtains the maximiser from `exists_isMaxOn` and $Qz=0$ from `dotProduct_mulVec_zero_iff`. Its unit sphere belongs to the largest-component norm, which makes no difference to a scale-invariant ratio.
- `thouless_variational` builds the doubled matrices with `fromBlocks` and translates the result back to `X` and `Y`.
- `pad_form` and `posDef_truncate` supply the two padding identities and the positivity of the truncated matrices.

The last proof inserts the padded amplitudes into the variational inequality and cancels the positive norm with `le_of_mul_le_mul_right`.

The guarantee concerns exact solutions for given real matrices. Positive definiteness is assumed, not derived from a functional or a converged ground state. The theorem compares only the lowest roots and does not say how large the rise is. It also requires the truncated matrices to be submatrices of the full ones: reoptimising the orbitals in a smaller atomic basis, or changing the kernel between runs, generally breaks that relation. A frequency-dependent kernel would make $A$ and $B$ depend on $w$, which the definition of `IsExcitation` does not allow. Rounding and incomplete convergence of an iterative solver have to be assessed separately.
